# Time reversal flips the orbital moment in an LAPW sphere, so time-reversed partners cancel at equal occupation

Fix an integer $l\ge 0$ and one muffin-tin sphere. The angular part of a state in the $l$ channel is a vector of complex coefficients $a_m$, $m=-l,\dots,l$, multiplying $Y_{lm}$. The inner product is $\langle a,b\rangle=\sum_m a_m^*b_m$. With $\hbar=1$, the raising matrix has the entries

$$(L_+)_{m'm}=\delta_{m',m+1}\sqrt{l(l+1)-m(m+1)},$$

and $L_-=L_+^\dagger$. The Cartesian components are $L_x=\tfrac12(L_++L_-)$, $L_y=-\tfrac{i}{2}(L_+-L_-)$ and $(L_z)_{m'm}=m\,\delta_{m'm}$.

Time reversal acts on the coefficients by

$$(Ta)_m=(-1)^m a_{-m}^*.$$

This is complex conjugation of the orbital wavefunction, for real radial functions and the phase convention $Y_{lm}^*=(-1)^mY_{l,-m}$.

An LAPW state has coefficients $a$ for the radial function $u$ and $b$ for its energy derivative $\dot u$. The contribution of the $l$ channel to its sphere moment along $q=x,y,z$, written as an angular momentum, is

$$M_q(a,b)=\langle a,L_qa\rangle+N\langle b,L_qb\rangle .$$

Here $N$ is the squared norm of $\dot u$ in the sphere. There is no cross term because $u$ is taken as normalised and orthogonal to $\dot u$. The corresponding magnetic moment is $-\mu_B$ times $M_q$.

## The moment changes sign under $T$

For every $a$ and each $q=x,y,z$,

$$\langle Ta,L_qTa\rangle=-\langle a,L_qa\rangle .$$

Consequently $M_q(Ta,Tb)=-M_q(a,b)$, and two partners with occupations $f$ and $f'$ contribute $(f-f')\,M_q(a,b)$ together. This is zero when $f=f'$.

The vectors need not be normalised. In LAPW they usually are not, since a Bloch state also has weight outside the sphere. For $a\neq0$ the normalised value $\langle a,L_qa\rangle/\langle a,a\rangle$ changes sign too, because $T$ preserves the norm.

## Orbital moments on a k mesh folded by time reversal

For independent-electron Bloch states with a real, spin-independent Hamiltonian, conjugating a state at $\mathbf k$ gives a state at $-\mathbf k$ with the same energy. A code may then keep only one point of each pair. Doubling its weight is correct for the charge density but wrong for the orbital moment, where the missing partner enters with the opposite sign. A nonzero moment summed over the retained half of the mesh can therefore be an artefact of the folding.

Take a full mesh that contains $-\mathbf k$ with every $\mathbf k$ at the same weight, and occupations that depend only on the energy. The total for such a Hamiltonian is then zero, and a nonzero value beyond numerical accuracy signals an error. A zero total does not confirm the $m$ ordering: if the coefficients are read in reversed order, the moments of partners still cancel. Spin–orbit coupling in a magnet generally breaks the pairing, and an orbital moment can then survive.

## From the ladder matrices to the cancellation

**Reversing $m$ transposes $L_+$.** The entry $(L_+)_{-m',-m}$ is nonzero only if $-m'=-m+1$, that is $m=m'+1$. Its value is then

$$\sqrt{l(l+1)-m(m-1)}=\sqrt{l(l+1)-m'(m'+1)}=(L_+)_{mm'} .$$

Since the entries are real, this is also $(L_-)_{m'm}$. Reversal therefore exchanges $L_+$ and $L_-$, as does taking the adjoint. It follows that $L_x$ and $L_y$ are Hermitian; $L_z$ is real and diagonal.

**$T$ anticommutes with $L_q$.** The entries satisfy

$$(-1)^{m'}(L_q)^*_{-m',-m}=-(L_q)_{m'm}(-1)^m .$$

- For $L_z$ both sides vanish unless $m'=m$, and then both equal $-m(-1)^m$.
- For $L_x$ the entries are real and unchanged by reversal. They connect only $m'=m\pm1$, where $(-1)^{m'}=-(-1)^m$.
- For $L_y$ reversal gives a minus sign, and conjugating the imaginary entries gives another. The phase again supplies the remaining sign.

Replacing the summation index $m$ by $-m$ gives

$$(TL_qa)_{m'}=(-1)^{m'}\sum_m(L_q)^*_{-m',-m}\,a_{-m}^*=-\sum_m(L_q)_{m'm}(-1)^m a_{-m}^*=-(L_qTa)_{m'} .$$

**$T$ is antiunitary.** The phases square to one, so

$$\langle Ta,Tb\rangle=\sum_m a_{-m}b_{-m}^*=\langle a,b\rangle^* .$$

**The sign.** Combining these results, and using that $\langle a,L_qa\rangle$ is real for Hermitian $L_q$,

$$\langle Ta,L_qTa\rangle=-\langle Ta,T(L_qa)\rangle=-\langle a,L_qa\rangle^*=-\langle a,L_qa\rangle .$$

**The sum over states.** Adding the $b$ term with its real factor $N$ gives $M_q(Ta,Tb)=-M_q(a,b)$, and hence the pair formula. Take a finite set of states that contains the time-reversed partner of each member, labelled so that $-k$ is the partner of $k$, and let $S=\sum_k f_kM_q(a_k,b_k)$. Relabelling $k\to-k$ leaves $S$ unchanged, while equal occupations and the sign rule turn it into $-S$. Therefore $S=0$.

**Smallest cases.** For $l=0$ all three matrices are the number zero, and both sides of the identity vanish. For $l=1$, the orbital with only $a_1=1$ has $\langle L_z\rangle=1$. Its partner has only $(Ta)_{-1}=-1$ and $\langle L_z\rangle=-1$.

## Lean source

```lean
import Mathlib

open Matrix ComplexConjugate

namespace OrbitalMomentTimeReversal

noncomputable section

/-- The magnetic quantum number `m = i - l` carried by the index `i = 0, ..., 2l`. -/
def mz (l : ℕ) (i : Fin (2 * l + 1)) : ℤ := ((i : ℕ) : ℤ) - (l : ℤ)

/-- The raising matrix `L₊`, with entries `√(l(l+1) - m(m+1))` from `m` to `m + 1`. -/
def Lplus (l : ℕ) : Matrix (Fin (2 * l + 1)) (Fin (2 * l + 1)) ℂ :=
  Matrix.of fun i j => if mz l i = mz l j + 1 then
    ((Real.sqrt ((l : ℝ) * (l + 1) - (mz l j : ℝ) * ((mz l j : ℝ) + 1)) : ℝ) : ℂ) else 0

/-- The lowering matrix `L₋`, the adjoint of `L₊`. -/
def Lminus (l : ℕ) : Matrix (Fin (2 * l + 1)) (Fin (2 * l + 1)) ℂ := (Lplus l)ᴴ

/-- The orbital angular momentum in units of `ħ`: `L_x = (L₊ + L₋)/2`,
`L_y = -(i/2)(L₊ - L₋)`, and `L_z` diagonal with entries `m`. -/
def L (l : ℕ) : Fin 3 → Matrix (Fin (2 * l + 1)) (Fin (2 * l + 1)) ℂ :=
  ![Matrix.of fun i j => (1 / 2 : ℂ) * (Lplus l i j + Lminus l i j),
    Matrix.of fun i j => (-(Complex.I / 2)) * (Lplus l i j - Lminus l i j),
    Matrix.of fun i j => if i = j then (mz l j : ℂ) else 0]

/-- Time reversal of the coefficients: `(T a)_m = (-1)^m conj (a_{-m})`. -/
def T (l : ℕ) (a : Fin (2 * l + 1) → ℂ) : Fin (2 * l + 1) → ℂ :=
  fun i => (-1 : ℂ) ^ mz l i * conj (a i.rev)

/-- The quadratic form `⟨a, L_q a⟩` of the component `q` of the angular momentum. -/
def expect (l : ℕ) (q : Fin 3) (a : Fin (2 * l + 1) → ℂ) : ℂ :=
  star a ⬝ᵥ (L l q *ᵥ a)

/-- The sphere moment `⟨a, L_q a⟩ + N ⟨b, L_q b⟩` of a state with coefficients `a` of the radial
function and `b` of its energy derivative, whose squared norm is `N`. -/
def sphereMoment (l : ℕ) (q : Fin 3) (N : ℝ) (a b : Fin (2 * l + 1) → ℂ) : ℂ :=
  expect l q a + (N : ℂ) * expect l q b

/-- Reversing the order of the indices changes `m` into `-m`. -/
theorem mz_rev (l : ℕ) (i : Fin (2 * l + 1)) : mz l i.rev = -mz l i := by
  have hi := i.isLt
  unfold mz
  rw [Fin.val_rev]
  omega

/-- The entries of the raising matrix are real. -/
theorem Lplus_real (l : ℕ) (i j : Fin (2 * l + 1)) : conj (Lplus l i j) = Lplus l i j := by
  simp only [Lplus, Matrix.of_apply]
  split_ifs
  · exact Complex.conj_ofReal _
  · exact map_zero _

/-- Changing the sign of every `m` transposes the raising matrix. -/
theorem Lplus_rev (l : ℕ) (i j : Fin (2 * l + 1)) : Lplus l i.rev j.rev = Lplus l j i := by
  simp only [Lplus, Matrix.of_apply, mz_rev]
  by_cases h : mz l j = mz l i + 1
  · have h' : -mz l i = -mz l j + 1 := by omega
    have hr : (mz l j : ℝ) = (mz l i : ℝ) + 1 := by exact_mod_cast h
    rw [if_pos h, if_pos h']
    congr 2
    rw [Int.cast_neg, hr]
    ring
  · have h' : ¬ (-mz l i = -mz l j + 1) := by omega
    rw [if_neg h, if_neg h']

/-- Each of `L_x`, `L_y`, `L_z` is Hermitian. -/
theorem L_isHermitian (l : ℕ) (q : Fin 3) : (L l q).IsHermitian := by
  refine Matrix.IsHermitian.ext fun i j => ?_
  have h2 : conj (2 : ℂ) = 2 := by exact_mod_cast Complex.conj_ofReal 2
  fin_cases q
  · change conj ((1 / 2 : ℂ) * (Lplus l j i + conj (Lplus l i j)))
      = (1 / 2 : ℂ) * (Lplus l i j + conj (Lplus l j i))
    simp only [map_mul, map_add, map_div₀, map_one, h2, Lplus_real]
    ring
  · change conj ((-(Complex.I / 2)) * (Lplus l j i - conj (Lplus l i j)))
      = (-(Complex.I / 2)) * (Lplus l i j - conj (Lplus l j i))
    simp only [map_mul, map_sub, map_neg, map_div₀, Complex.conj_I, h2, Lplus_real]
    ring
  · change conj (if j = i then (mz l i : ℂ) else 0) = if i = j then (mz l j : ℂ) else 0
    by_cases h : i = j
    · rw [if_pos h, if_pos h.symm, map_intCast, h]
    · rw [if_neg h, if_neg (Ne.symm h), map_zero]

/-- Time reversal anticommutes with each component of the orbital angular momentum:
`T L a = -L T a`. -/
theorem T_mulVec (l : ℕ) (q : Fin 3) (a : Fin (2 * l + 1) → ℂ) :
    T l (L l q *ᵥ a) = -(L l q *ᵥ T l a) := by
  have h2 : conj (2 : ℂ) = 2 := by exact_mod_cast Complex.conj_ofReal 2
  -- a ladder step flips the phase
  have hp : ∀ i j, (-1 : ℂ) ^ mz l i * Lplus l i j = -(Lplus l i j * (-1 : ℂ) ^ mz l j) := by
    intro i j
    simp only [Lplus, Matrix.of_apply]
    split_ifs with h
    · rw [h, zpow_add₀ (show (-1 : ℂ) ≠ 0 by norm_num), zpow_one]
      ring
    · simp
  -- the claim for the matrix entries
  have key : ∀ i j, (-1 : ℂ) ^ mz l i * conj (L l q i.rev j.rev)
      = -(L l q i j * (-1 : ℂ) ^ mz l j) := by
    intro i j
    fin_cases q
    · change _ * conj ((1 / 2 : ℂ) * (Lplus l i.rev j.rev + conj (Lplus l j.rev i.rev)))
        = -((1 / 2 : ℂ) * (Lplus l i j + conj (Lplus l j i)) * _)
      simp only [map_mul, map_add, map_div₀, map_one, h2, Lplus_real, Lplus_rev]
      linear_combination (1 / 2 : ℂ) * (hp i j + hp j i)
    · change _ * conj ((-(Complex.I / 2)) * (Lplus l i.rev j.rev - conj (Lplus l j.rev i.rev)))
        = -((-(Complex.I / 2)) * (Lplus l i j - conj (Lplus l j i)) * _)
      simp only [map_mul, map_sub, map_neg, map_div₀, Complex.conj_I, h2, Lplus_real, Lplus_rev]
      linear_combination (Complex.I / 2) * (hp j i - hp i j)
    · change _ * conj (if i.rev = j.rev then (mz l j.rev : ℂ) else 0)
        = -((if i = j then (mz l j : ℂ) else 0) * _)
      simp only [Fin.rev_inj, mz_rev]
      split_ifs with h
      · rw [h, map_intCast]
        push_cast
        ring
      · simp
  funext i
  have hs : ∑ j, L l q i.rev j * a j = ∑ j : Fin (2 * l + 1), L l q i.rev j.rev * a j.rev :=
    (Equiv.sum_comp Fin.revPerm (fun j => L l q i.rev j * a j)).symm
  simp only [T, Matrix.mulVec, dotProduct, Pi.neg_apply]
  rw [hs, map_sum, Finset.mul_sum, ← Finset.sum_neg_distrib]
  refine Finset.sum_congr rfl fun j _ => ?_
  rw [map_mul]
  linear_combination conj (a j.rev) * key i j

/-- Time reversal is antiunitary: `⟨T a, T b⟩` is the complex conjugate of `⟨a, b⟩`. -/
theorem T_inner (l : ℕ) (a b : Fin (2 * l + 1) → ℂ) :
    star (T l a) ⬝ᵥ T l b = conj (star a ⬝ᵥ b) := by
  have hs : ∑ j, conj (star (a j)) * conj (b j)
      = ∑ j : Fin (2 * l + 1), conj (star (a j.rev)) * conj (b j.rev) :=
    (Equiv.sum_comp Fin.revPerm (fun j => conj (star (a j)) * conj (b j))).symm
  simp only [dotProduct, Pi.star_apply, map_sum, map_mul]
  rw [hs]
  refine Finset.sum_congr rfl fun i _ => ?_
  -- the phase is real and squares to one
  have hsq : (-1 : ℂ) ^ mz l i * (-1 : ℂ) ^ mz l i = 1 := by
    rw [← mul_zpow]
    norm_num
  have hc : conj ((-1 : ℂ) ^ mz l i) = (-1 : ℂ) ^ mz l i := by
    rw [map_zpow₀]
    simp
  change conj ((-1 : ℂ) ^ mz l i * conj (a i.rev)) * ((-1 : ℂ) ^ mz l i * conj (b i.rev))
    = conj (conj (a i.rev)) * conj (b i.rev)
  rw [map_mul, hc]
  linear_combination conj (conj (a i.rev)) * conj (b i.rev) * hsq

/-- Time reversal changes the sign of the orbital moment: `⟨T a, L T a⟩ = -⟨a, L a⟩` for
`L = L_x, L_y, L_z`. -/
theorem expect_T (l : ℕ) (q : Fin 3) (a : Fin (2 * l + 1) → ℂ) :
    expect l q (T l a) = -expect l q a := by
  -- the quadratic form of a Hermitian matrix is real
  have hreal : conj (star a ⬝ᵥ (L l q *ᵥ a)) = star a ⬝ᵥ (L l q *ᵥ a) := by
    simp only [dotProduct, Matrix.mulVec, Finset.mul_sum, map_sum, map_mul]
    rw [Finset.sum_comm]
    refine Finset.sum_congr rfl fun i _ => Finset.sum_congr rfl fun j _ => ?_
    have h : conj (L l q j i) = L l q i j := (L_isHermitian l q).apply i j
    rw [h]
    change conj (conj (a j)) * _ = conj (a i) * _
    rw [Complex.conj_conj]
    ring
  have h : L l q *ᵥ T l a = -T l (L l q *ᵥ a) := by rw [T_mulVec, neg_neg]
  unfold expect
  rw [h, dotProduct_neg, T_inner, hreal]

/-- Two states related by `T`, with occupations `f` and `f'`, have together the sphere moment
`f - f'` times that of the first state. -/
theorem sphereMoment_pair (l : ℕ) (q : Fin 3) (N f f' : ℝ) (a b : Fin (2 * l + 1) → ℂ) :
    (f : ℂ) * sphereMoment l q N a b + (f' : ℂ) * sphereMoment l q N (T l a) (T l b)
      = ((f : ℂ) - f') * sphereMoment l q N a b := by
  simp only [sphereMoment, expect_T]
  ring

/-- The total sphere moment of a finite set of states vanishes if a permutation `k ↦ -k` of the
set takes each state to its time-reversed partner and preserves the occupations. -/
theorem total_sphereMoment_eq_zero {ι : Type*} [Fintype ι] (l : ℕ) (q : Fin 3) (N : ℝ)
    (minus : Equiv.Perm ι) (f : ι → ℝ) (a b : ι → Fin (2 * l + 1) → ℂ)
    (hf : ∀ k, f (minus k) = f k)
    (ha : ∀ k, a (minus k) = T l (a k)) (hb : ∀ k, b (minus k) = T l (b k)) :
    ∑ k, (f k : ℂ) * sphereMoment l q N (a k) (b k) = 0 := by
  -- relabelling k as -k changes the sign of the sum
  have h : ∑ k, (f k : ℂ) * sphereMoment l q N (a k) (b k)
      = -∑ k, (f k : ℂ) * sphereMoment l q N (a k) (b k) := by
    refine (Equiv.sum_comp minus
      (fun k => (f k : ℂ) * sphereMoment l q N (a k) (b k))).symm.trans ?_
    rw [← Finset.sum_neg_distrib]
    refine Finset.sum_congr rfl fun k _ => ?_
    simp only [hf, ha, hb, sphereMoment, expect_T]
    ring
  linear_combination h / 2

/-- A single orbital with quantum number `m` has `⟨L_z⟩ = m`. -/
theorem expect_single (l : ℕ) (i : Fin (2 * l + 1)) :
    expect l 2 (Pi.single i 1 : Fin (2 * l + 1) → ℂ) = (mz l i : ℂ) := by
  have hs : star (Pi.single i 1 : Fin (2 * l + 1) → ℂ) = Pi.single i 1 := by
    ext j
    by_cases h : j = i <;> simp [h]
  unfold expect
  rw [hs]
  simp [L]

end

end OrbitalMomentTimeReversal
```

```lean
#print axioms OrbitalMomentTimeReversal.sphereMoment_pair
#print axioms OrbitalMomentTimeReversal.total_sphereMoment_eq_zero
#print axioms OrbitalMomentTimeReversal.expect_single
```

```
'OrbitalMomentTimeReversal.sphereMoment_pair' depends on axioms: [propext, Classical.choice, Quot.sound]
'OrbitalMomentTimeReversal.total_sphereMoment_eq_zero' depends on axioms: [propext, Classical.choice, Quot.sound]
'OrbitalMomentTimeReversal.expect_single' depends on axioms: [propext, Classical.choice, Quot.sound]
```

## The Lean statements and their proofs

An index `i` of type `Fin (2 * l + 1)` runs from $0$ to $2l$ and carries $m=i-l$, written `mz l i`. The reversed index `i.rev` carries $-m$, by `mz_rev`. The components $x,y,z$ are `L l 0`, `L l 1` and `L l 2`. The quadratic form is `expect`, and $M_q$ is `sphereMoment`.

`expect_T` states the sign change for every `l`, `q` and `a`, and `sphereMoment_pair` states the pair formula for arbitrary real `f`, `f'` and `N`. `total_sphereMoment_eq_zero` concerns a finite set of states labelled by `ι`, with a permutation `minus` in the role of $k\to-k$. Its hypotheses are equal occupations (`hf`) and partner coefficients related by `T` (`ha`, `hb`). `expect_single` gives $\langle L_z\rangle=m$ for a single orbital, so for $l\ge1$ individual moments need not vanish.

`Lplus_real` and `Lplus_rev` supply the reality and transposition of $L_+$. `L_isHermitian` uses the first and treats the three components in turn; `T_mulVec` uses both. In `T_mulVec`, `hp` is the phase flip of a ladder step and `key` is the entry identity above. The two ladder components follow from `hp` by `linear_combination`, and `Equiv.sum_comp Fin.revPerm` performs the change $m\to-m$ in the sum.

`T_inner` is antiunitarity. `expect_T` proves reality as `hreal` and then chains the same equalities as the derivation. In the final sum, `Equiv.sum_comp minus` relabels the states, `h` says $S=-S$, and `linear_combination h / 2` concludes.

## Assumed pairing, and terms absent from the moment

The relation between partner states is a hypothesis; no Hamiltonian appears in the file. It stands for time-reversal symmetry of the orbital problem. A diagonaliser returns eigenvectors with arbitrary phases, so `ha` and `hb` hold only after a suitable phase choice, which leaves the moments unchanged. Within a degenerate level the basis must also be chosen to consist of partners. The label in `ι` can include the band index as well as $\mathbf k$, and `f` can include the k-point weight, provided that it is equal for partners.

The theorems treat one sphere, one $l$ and one value of $N$ shared by all states. Since $\mathbf L$ does not mix different $l$, a code adds the channels separately. Spin is absent, as are the interstitial region and any orbital magnetisation beyond the sphere term.

Local orbitals are absent too. If $c$ denotes the coefficients of their additional radial function, they add a term in $\langle c,L_qc\rangle$, which changes sign as before, and cross terms such as $\langle a,L_qc\rangle+\langle c,L_qa\rangle$ with a real radial overlap. The same two properties of $T$ give $\langle Ta,L_qTc\rangle=-\langle a,L_qc\rangle^*$, so this real sum also changes sign, a step made here by hand and not in the file.
